# The Huang–Rhys factor locates the strongest Franck–Condon line from the ground state of a displaced harmonic well of equal frequency

A molecule in its vibrational ground state absorbs light, and the equilibrium position of one harmonic mode shifts. Which vibrational line is strongest? Take the final well centred at 0 and the initial one at \(d\), with ground states \(f_0(x)\propto e^{-x^2/4}\) and \(f_0(x-d)\). The first excited final state is \(f_1(x)=x f_0(x)\). Since \(f_0(x)f_0(x-d)\) is symmetric about \(d/2\), the extra factor \(x\) multiplies the overlap by \(d/2\). The squared overlap is therefore multiplied by \(d^2/4\), and line 1 overtakes line 0 once \(d^2/4>1\).

```lean
import Mathlib

open Polynomial MeasureTheory

namespace FranckCondonMaximum

noncomputable section
```

For general \(n\), `level n` is \(f_n(x)=He_n(x)e^{-x^2/4}/\sqrt{n!\sqrt{2\pi}}\). Here `hermite n` is the probabilists' polynomial \(He_n\), not the physicists' \(H_n\), and `aeval x` evaluates it at \(x\). For mass \(M\) and frequency \(\omega\), the unit of length is \(\sqrt{\hbar/(2M\omega)}\).

```lean
/-- The normalised Hermite function `f_n(x) = He_n(x) exp(-x²/4) / √(n! √(2π))`. -/
def level (n : ℕ) (x : ℝ) : ℝ :=
  aeval x (hermite n) * Real.exp (-x ^ 2 / 4) / √((n.factorial : ℝ) * √(2 * Real.pi))
```

The overlap \(O_n=\int f_n(x)f_0(x-d)\,dx\) is an integral over the whole line.

```lean
/-- The overlap integral of `f_n(x)` with the displaced ground state `f_0(x - d)`. -/
def overlap (d : ℝ) (n : ℕ) : ℝ := ∫ x : ℝ, level n x * level 0 (x - d)
```

Its square \(I_n=O_n^2\) is called `intensity`, but it is the Franck–Condon factor. Reading it as a relative line strength requires a constant electronic transition moment and neglects the frequency prefactor.

```lean
/-- The Franck-Condon factor of the `n`-th line: the squared overlap. -/
def intensity (d : ℝ) (n : ℕ) : ℝ := overlap d n ^ 2
```

The Huang–Rhys factor is \(S=d^2/4\), for any real \(d\).

```lean
/-- The Huang-Rhys factor `S = d²/4` of the displacement `d`. -/
def huangRhys (d : ℝ) : ℝ := d ^ 2 / 4
```

In simulations of vibronic spectra, the results below show which final levels a progression must include to contain its peak, for a single harmonic mode of unchanged frequency at zero temperature.

## (a) Polynomials against a displaced Gaussian

Show that for every integer polynomial \(q\) and real \(c\),
\[\int|q(x)|\,e^{-(x-c)^2/2}\,dx<\infty.\]

Put \(x=y+c\). Then \(q(y+c)\) is a finite sum of monomials in \(y\), and each \(|y|^k e^{-y^2/2}\) is integrable. The proof treats the centred case by induction over polynomials (`key`), then shifts.

```lean
/-- A polynomial with integer coefficients times a displaced Gaussian is integrable over the real
line. -/
theorem integrable_poly_gauss (q : ℤ[X]) (c : ℝ) :
    Integrable fun x : ℝ => aeval x q * Real.exp (-(1 / 2) * (x - c) ^ 2) := by
  -- first the centred Gaussian, monomial by monomial
  have key : ∀ p : ℝ[X], Integrable fun x : ℝ => p.eval x * Real.exp (-(1 / 2) * x ^ 2) := by
    intro p
    induction p using Polynomial.induction_on' with
    | add p q hp hq =>
      refine (hp.add hq).congr (.of_forall fun x => ?_)
      simp only [Pi.add_apply, eval_add, add_mul]
    | monomial k a =>
      have hk : (-1 : ℝ) < (k : ℝ) := by
        have : (0 : ℝ) ≤ k := Nat.cast_nonneg k
        linarith
      have h := (integrable_rpow_mul_exp_neg_mul_sq (b := 1 / 2) (by norm_num) hk).const_mul a
      refine h.congr (.of_forall fun x => ?_)
      simp only [Real.rpow_natCast, eval_monomial]
      ring
  -- then shift the variable
  have h := (key ((q.map (algebraMap ℤ ℝ)).comp (X + C c))).comp_sub_right c
  refine h.congr (.of_forall fun x => ?_)
  simp only [eval_comp, eval_add, eval_X, eval_C, sub_add_cancel, eval_map_algebraMap]
```

## (b) Raising the Hermite index

Let \(J_n(c)=\int He_n(x)e^{-(x-c)^2/2}dx\). Show that
\[J_{n+1}(c)=c\,J_n(c).\]

With \(He_{n+1}=xHe_n-He_n'\),
\[\frac{d}{dx}\left[He_n e^{-(x-c)^2/2}\right]=(c\,He_n-He_{n+1})\,e^{-(x-c)^2/2}.\]
The left side integrates to zero. In Lean, `hd` is this derivative, and (a) supplies the integrability that makes the boundary terms vanish.

```lean
/-- Integration by parts: raising the Hermite index by one multiplies the integral against a
Gaussian centred at `c` by `c`. -/
theorem moment_succ (c : ℝ) (n : ℕ) :
    ∫ x : ℝ, aeval x (hermite (n + 1)) * Real.exp (-(1 / 2) * (x - c) ^ 2) =
      c * ∫ x : ℝ, aeval x (hermite n) * Real.exp (-(1 / 2) * (x - c) ^ 2) := by
  have hd : ∀ x : ℝ, HasDerivAt
      (fun y : ℝ => aeval y (hermite n) * Real.exp (-(1 / 2) * (y - c) ^ 2))
      (c * (aeval x (hermite n) * Real.exp (-(1 / 2) * (x - c) ^ 2)) -
        aeval x (hermite (n + 1)) * Real.exp (-(1 / 2) * (x - c) ^ 2)) x := by
    intro x
    have h := (hasDerivAt_id' x).sub_const c
    have hg := ((h.fun_mul h).const_mul (-(1 / 2) : ℝ)).exp
    simp only [← pow_two] at hg
    refine (((hermite n).hasDerivAt_aeval x).fun_mul hg).congr_deriv ?_
    rw [hermite_succ]
    simp only [map_sub, map_mul, aeval_X]
    ring
  have h1 := integrable_poly_gauss (hermite n) c
  have h2 := integrable_poly_gauss (hermite (n + 1)) c
  -- the total derivative integrates to zero
  have h0 : ∫ x : ℝ, (c * (aeval x (hermite n) * Real.exp (-(1 / 2) * (x - c) ^ 2)) -
      aeval x (hermite (n + 1)) * Real.exp (-(1 / 2) * (x - c) ^ 2)) = 0 :=
    integral_eq_zero_of_hasDerivAt_of_integrable hd ((h1.const_mul c).sub h2) h1
  rw [integral_sub (h1.const_mul c) h2, integral_const_mul] at h0
  linarith
```

## (c) Completing the square

Show that
\[O_n=\frac{e^{-d^2/8}}{\sqrt{2\pi\,n!}}\,J_n(d/2).\]

The exponents add to
\[-\frac{x^2}{4}-\frac{(x-d)^2}{4}=-\frac{(x-d/2)^2}{2}-\frac{d^2}{8},\]
and the two normalisation roots multiply to \(\sqrt{2\pi\,n!}\), which Lean leaves as a product.

```lean
/-- Completing the square writes the overlap as an `x`-independent prefactor times a Hermite
integral against a Gaussian centred halfway between the two wells. -/
theorem overlap_eq (d : ℝ) (n : ℕ) :
    overlap d n = Real.exp (-(d ^ 2 / 8)) /
      (√((n.factorial : ℝ) * √(2 * Real.pi)) * √(√(2 * Real.pi))) *
      ∫ x : ℝ, aeval x (hermite n) * Real.exp (-(1 / 2) * (x - d / 2) ^ 2) := by
  rw [overlap, ← integral_const_mul]
  congr 1
  funext x
  have h : Real.exp (-x ^ 2 / 4) * Real.exp (-(x - d) ^ 2 / 4) =
      Real.exp (-(d ^ 2 / 8)) * Real.exp (-(1 / 2) * (x - d / 2) ^ 2) := by
    rw [← Real.exp_add, ← Real.exp_add]
    congr 1
    ring
  simp only [level, hermite_zero, map_one, Nat.factorial_zero, Nat.cast_one, one_mul]
  linear_combination (aeval x (hermite n) /
    (√((n.factorial : ℝ) * √(2 * Real.pi)) * √(√(2 * Real.pi)))) * h
```

## (d) Neighbouring lines

Show that
\[(n+1)I_{n+1}=S\,I_n.\]

By (b) and (c), \(\sqrt{n+1}\,O_{n+1}=\tfrac d2 O_n\). Square both sides; the final `linear_combination` does this.

```lean
/-- Neighbouring lines of the progression satisfy `(n+1) I_{n+1} = S I_n`. -/
theorem intensity_succ (d : ℝ) (n : ℕ) :
    ((n : ℝ) + 1) * intensity d (n + 1) = huangRhys d * intensity d n := by
  have h : √((n : ℝ) + 1) * overlap d (n + 1) = d / 2 * overlap d n := by
    have hs : √(((n + 1).factorial : ℝ) * √(2 * Real.pi)) =
        √((n : ℝ) + 1) * √((n.factorial : ℝ) * √(2 * Real.pi)) := by
      rw [← Real.sqrt_mul (by positivity), Nat.factorial_succ]
      congr 1
      push_cast
      ring
    rw [overlap_eq, overlap_eq, moment_succ, hs]
    have h1 : √((n : ℝ) + 1) ≠ 0 := by positivity
    field_simp
  have hq : √((n : ℝ) + 1) ^ 2 = (n : ℝ) + 1 := Real.sq_sqrt (by positivity)
  unfold intensity huangRhys
  linear_combination (√((n : ℝ) + 1) * overlap d (n + 1) + d / 2 * overlap d n) * h -
    overlap d (n + 1) ^ 2 * hq
```

## (e) The whole progression

Show that
\[I_n=e^{-S}\frac{S^n}{n!}.\]

Since \(J_0=\sqrt{2\pi}\), we have \(O_0=e^{-d^2/8}\) and \(I_0=e^{-d^2/4}=e^{-S}\). Induction with (d) gives the rest.

```lean
/-- The squared overlap of `f_n(x)` with `f_0(x - d)` is `exp(-S) Sⁿ / n!`. -/
theorem intensity_eq (d : ℝ) (n : ℕ) :
    intensity d n = Real.exp (-huangRhys d) * huangRhys d ^ n / (n.factorial : ℝ) := by
  induction n with
  | zero =>
    have hJ : ∫ x : ℝ, aeval x (hermite 0) * Real.exp (-(1 / 2) * (x - d / 2) ^ 2) =
        √(2 * Real.pi) := by
      simp only [hermite_zero, map_one, one_mul]
      refine (integral_sub_right_eq_self
        (fun x : ℝ => Real.exp (-(1 / 2) * x ^ 2)) (d / 2)).trans ?_
      rw [integral_gaussian]
      congr 1
      ring
    have h0 : overlap d 0 = Real.exp (-(d ^ 2 / 8)) := by
      rw [overlap_eq, hJ]
      simp only [Nat.factorial_zero, Nat.cast_one, one_mul]
      rw [Real.mul_self_sqrt (by positivity)]
      field_simp
    rw [intensity, h0, ← Real.exp_nat_mul, pow_zero, Nat.factorial_zero, Nat.cast_one,
      mul_one, div_one, huangRhys]
    congr 1
    push_cast
    ring
  | succ n ih =>
    have h := intensity_succ d n
    rw [ih] at h
    have hn : (n : ℝ) + 1 ≠ 0 := by positivity
    apply mul_left_cancel₀ hn
    rw [h, Nat.factorial_succ, pow_succ]
    push_cast
    field_simp
```

## (f) The rising side

Show that if \(j\le S\), then
\[I_n\le I_j\quad(n\le j).\]

For \(k+1\le j\), (d) gives \((k+1)I_k\le S I_k=(k+1)I_{k+1}\), so \(I_k\le I_{k+1}\). Chain these steps, by induction on \(j\).

```lean
/-- Up to any line `j ≤ S` the progression does not decrease: no earlier line is stronger. -/
theorem intensity_rising (d : ℝ) (j : ℕ) (hj : (j : ℝ) ≤ huangRhys d) (n : ℕ) (hn : n ≤ j) :
    intensity d n ≤ intensity d j := by
  induction j with
  | zero => rw [Nat.le_zero.mp hn]
  | succ j ih =>
    push_cast at hj
    rcases Nat.lt_or_ge j n with h | h
    · rw [show n = j + 1 by omega]
    · refine (ih (by linarith) h).trans ?_
      have hp : (0 : ℝ) < (j : ℝ) + 1 := by positivity
      refine le_of_mul_le_mul_left ?_ hp
      rw [intensity_succ]
      exact mul_le_mul_of_nonneg_right hj (sq_nonneg _)
```

## (g) The falling side

Show that if \(S\le m+1\), then
\[I_n\le I_m\quad(n\ge m).\]

For \(k\ge m\), \((k+1)I_{k+1}=S I_k\le(k+1)I_k\). Induction starts at \(n=m\).

```lean
/-- From any line `m` with `S ≤ m + 1` on, the progression does not increase: no later line is
stronger. -/
theorem intensity_falling (d : ℝ) (m : ℕ) (hm : huangRhys d ≤ m + 1) (n : ℕ) (hn : m ≤ n) :
    intensity d n ≤ intensity d m := by
  induction n, hn using Nat.le_induction with
  | base => exact le_refl _
  | succ n hn ih =>
    refine le_trans ?_ ih
    have hp : (0 : ℝ) < (n : ℝ) + 1 := by positivity
    have hc : (m : ℝ) ≤ n := by exact_mod_cast hn
    refine le_of_mul_le_mul_left ?_ hp
    rw [intensity_succ]
    exact mul_le_mul_of_nonneg_right (by linarith) (sq_nonneg _)
```

## (h) The strongest line

Show that
\[I_n\le I_m\ \text{for all }n\iff m\le S\le m+1.\]

From right to left, combine (f) and (g). Conversely, a maximal \(I_m\) satisfies \(I_m\ge I_0>0\). Then \(S I_m=(m+1)I_{m+1}\le(m+1)I_m\) gives \(S\le m+1\). For \(m\ge1\), \(mI_m=S I_{m-1}\le S I_m\) gives \(m\le S\); for \(m=0\) this is \(S\ge0\).

Neither bound suffices alone. For \(m=0\), \(d=4\), the lower bound holds, but \(I_1=4I_0\). For \(m=1\), \(d=0\), the upper bound holds, but \(I_1=0<I_0=1\).

```lean
/-- The line `m` is at least as strong as every other line of the progression exactly when
`m ≤ S ≤ m + 1`. -/
theorem strongest_line_iff (d : ℝ) (m : ℕ) :
    (∀ n, intensity d n ≤ intensity d m) ↔ (m : ℝ) ≤ huangRhys d ∧ huangRhys d ≤ m + 1 := by
  constructor
  · intro h
    -- a strongest line is at least as strong as the 0-0 line, hence visible
    have h0 : 0 < intensity d 0 := by
      rw [intensity_eq, pow_zero]
      positivity
    have hpos : 0 < intensity d m := h0.trans_le (h 0)
    have hS : 0 ≤ huangRhys d := by unfold huangRhys; positivity
    constructor
    · cases m with
      | zero => simpa using hS
      | succ k =>
        push_cast
        refine le_of_mul_le_mul_right ?_ hpos
        rw [intensity_succ]
        exact mul_le_mul_of_nonneg_left (h k) hS
    · refine le_of_mul_le_mul_right ?_ hpos
      rw [← intensity_succ]
      exact mul_le_mul_of_nonneg_left (h (m + 1)) (by positivity)
  · rintro ⟨h1, h2⟩ n
    rcases le_total n m with h | h
    · exact intensity_rising d m h1 n h
    · exact intensity_falling d m h2 n h
```

## (i) A single peak

Show that if \(m<S<m+1\), then
\[I_n<I_m\quad(n\ne m).\]

Now \(S>0\), so every \(I_k>0\), and (d) makes the steps from \(m\) to its neighbours strict. Lines further out are bounded by those neighbours through (f) and (g).

```lean
/-- For `m < S < m + 1` the line `m` is strictly stronger than every other line. -/
theorem strongest_line_unique (d : ℝ) (m : ℕ) (h1 : (m : ℝ) < huangRhys d)
    (h2 : huangRhys d < m + 1) (n : ℕ) (hn : n ≠ m) : intensity d n < intensity d m := by
  have hS : 0 < huangRhys d := (Nat.cast_nonneg m).trans_lt h1
  have hpos : ∀ k, 0 < intensity d k := fun k => by
    rw [intensity_eq]
    positivity
  rcases Nat.lt_or_gt_of_ne hn with h | h
  · obtain ⟨k, rfl⟩ : ∃ k, m = k + 1 := ⟨m - 1, by omega⟩
    push_cast at h1
    refine (intensity_rising d k (by linarith) n (by omega)).trans_lt ?_
    have hp : (0 : ℝ) < (k : ℝ) + 1 := by positivity
    refine lt_of_mul_lt_mul_left ?_ hp.le
    rw [intensity_succ]
    exact mul_lt_mul_of_pos_right h1 (hpos k)
  · refine (intensity_falling d (m + 1) (by push_cast; linarith) n h).trans_lt ?_
    have hp : (0 : ℝ) < (m : ℝ) + 1 := by positivity
    refine lt_of_mul_lt_mul_left ?_ hp.le
    rw [intensity_succ]
    exact mul_lt_mul_of_pos_right h2 (hpos m)
```

## (j) Two equal peaks

Show that if \(S=m+1\), then
\[I_{m+1}=I_m.\]

Cancel \(m+1\) in \((m+1)I_{m+1}=S I_m=(m+1)I_m\). By (h), both lines are then strongest.

```lean
/-- At `S = m + 1` the neighbouring lines `m` and `m + 1` are equally strong. -/
theorem twin_lines (d : ℝ) (m : ℕ) (h : huangRhys d = m + 1) :
    intensity d (m + 1) = intensity d m := by
  have hp : (m : ℝ) + 1 ≠ 0 := by positivity
  apply mul_left_cancel₀ hp
  rw [intensity_succ, h]

end

end FranckCondonMaximum
```

```lean
#print axioms FranckCondonMaximum.strongest_line_iff
#print axioms FranckCondonMaximum.strongest_line_unique
#print axioms FranckCondonMaximum.twin_lines
```

```
'FranckCondonMaximum.strongest_line_iff' depends on axioms: [propext, Classical.choice, Quot.sound]
'FranckCondonMaximum.strongest_line_unique' depends on axioms: [propext, Classical.choice, Quot.sound]
'FranckCondonMaximum.twin_lines' depends on axioms: [propext, Classical.choice, Quot.sound]
```
